# Off the spectrum, the resolvent norm of a Hermitian matrix is the reciprocal distance to the nearest eigenvalue

Take two sites coupled by a unit hopping,

$$H=\begin{pmatrix}0&1\\1&0\end{pmatrix}.$$

Its normalised eigenvectors are $u_0=(1,1)/\sqrt2$ with eigenvalue $1$ and $u_1=(1,-1)/\sqrt2$ with eigenvalue $-1$. At $z=3$ the resolvent $G(z)=(z-H)^{-1}$ multiplies $u_0$ by $1/(3-1)=1/2$ and $u_1$ by $1/(3+1)=1/4$. For $\psi=c_0u_0+c_1u_1$, orthonormality gives

$$\|G(3)\psi\|^2=\tfrac14|c_0|^2+\tfrac1{16}|c_1|^2\le\tfrac14\|\psi\|^2,$$

with equality for $\psi=u_0$. The largest stretching factor is therefore $1/2$. It belongs to the nearer level, which lies at distance $2$ from $z$.

## From two levels to any finite number

Let $H$ be a Hermitian matrix on a nonempty finite index set $n$, with eigenvalues $l_k$, $k\in n$, repeated according to multiplicity. Write

$$d(z)=\min_k|z-l_k|,\qquad \|A\|=\max_{\|\psi\|=1}\|A\psi\|,$$

where vectors carry the Euclidean length. The claim is that $\|G(z)\|=1/d(z)$ whenever the complex number $z$ differs from every $l_k$.

The spectral theorem supplies a unitary $U$ with $H=U\,\mathrm{diag}(l_k)\,U^\dagger$. Since $UU^\dagger=1$,

$$z-H=U\,\mathrm{diag}(z-l_k)\,U^\dagger .$$

No diagonal entry vanishes, so the inverse is

$$G(z)=U\,\mathrm{diag}\big((z-l_k)^{-1}\big)\,U^\dagger .$$

The matrix $U^\dagger$ maps the unit sphere onto itself and $U$ preserves lengths, so $G(z)$ has the same norm as the diagonal matrix in the middle. For any diagonal matrix $D$ with entries $a_k$,

$$\|D\varphi\|^2=\sum_k|a_k|^2|\varphi_k|^2\le\big(\max_k|a_k|\big)^2\|\varphi\|^2,$$

and a basis vector at a largest entry attains the bound. Hence

$$\|G(z)\|=\max_k\frac1{|z-l_k|}=\frac1{\min_k|z-l_k|}=\frac1{d(z)} .$$

## Residuals and broadening

If $z$ is not an eigenvalue, then $\psi=G(z)(z-H)\psi$. Taking norms and multiplying by $d(z)$ gives

$$d(z)\,\|\psi\|\le\|(z-H)\psi\| .$$

If $z$ is an eigenvalue, the left side is zero and the inequality still holds. For a finite Hermitian matrix, a trial energy and a nonzero trial vector thus come with an error bar: some eigenvalue lies within $\|(z-H)\psi\|/\|\psi\|$ of $z$. The bound does not say which one.

Now let $z=E+i\eta$ with $E$ real and $\eta\ne0$ real. The levels are real, so

$$|z-l_k|^2=(E-l_k)^2+\eta^2\ge\eta^2 .$$

Therefore $d(z)\ge|\eta|$ and $\|G(E+i\eta)\|\le1/|\eta|$. If $E$ equals a level, then $d(z)=|\eta|$ and the bound is attained. In a Green's function calculation with a finite, energy-independent Hermitian Hamiltonian matrix in an orthonormal basis, the broadening alone thus caps the norm of $G$.

## A nilpotent matrix breaks the formula

Hermiticity matters. Let

$$A=\begin{pmatrix}0&1\\0&0\end{pmatrix}.$$

If $Av=lv$ with $v=(v_0,v_1)$, then $v_1=lv_0$ and $0=lv_1$. For $l\ne0$ these force $v_1=0$ and then $v_0=0$, so the only eigenvalue is $0$, with eigenvector $(1,0)$. The distance from $z=1$ to the spectrum is $1$, but

$$(1-A)^{-1}=\begin{pmatrix}1&1\\0&1\end{pmatrix}$$

sends the unit vector $(0,1)$ to $(1,1)$, of length $\sqrt2$. The norm is at least $\sqrt2$, where the Hermitian formula would give $1$. The eigenvectors of $A$ do not form an orthonormal basis, so the diagonalisation used above is unavailable.

## The same argument in Lean

The type `n` labels the basis states. Opening `Matrix.Norms.L2Operator` fixes the meaning of `‖A‖` for a matrix: it is the operator norm induced by Euclidean length, not the largest entry or the Frobenius norm.

```lean
import Mathlib

open Matrix
open scoped Matrix.Norms.L2Operator

namespace HermitianResolventNorm

noncomputable section

variable {n : Type*} [Fintype n] [DecidableEq n]
```

The resolvent is the matrix inverse of $z$ times the identity minus $H$.

```lean
/-- The Green's matrix (resolvent) `G(z) = (z - H)⁻¹`. -/
def greenMatrix (H : Matrix n n ℂ) (z : ℂ) : Matrix n n ℂ :=
  (z • (1 : Matrix n n ℂ) - H)⁻¹
```

The distance $d(z)$ is `levelDistance`. Its argument `hH` is the proof that $H$ is Hermitian, from which Mathlib obtains the real eigenvalues `hH.eigenvalues k`. The operation `inf'` takes a minimum over a nonempty finite set, and `[Nonempty n]` expresses that the matrix has size at least one.

```lean
/-- The distance from the complex energy `z` to the nearest eigenvalue of `H`. -/
def levelDistance [Nonempty n] {H : Matrix n n ℂ} (hH : H.IsHermitian) (z : ℂ) : ℝ :=
  Finset.univ.inf' Finset.univ_nonempty fun k => ‖z - (hH.eigenvalues k : ℂ)‖
```

The next theorem writes $z-H$ in the eigenbasis and holds for every $z$. The matrix `hH.eigenvectorUnitary` is $U$, and `star` is the conjugate transpose. In the proof, `hs` is Mathlib's spectral theorem, `hd` splits $\mathrm{diag}(z-l_k)$ into $z$ times the identity minus $\mathrm{diag}(l_k)$, and `hU` turns $UU^\dagger$ into the identity.

```lean
/-- In the eigenbasis of `H`, the matrix `z - H` is diagonal with entries `z - l_k`. -/
theorem shifted_spectral {H : Matrix n n ℂ} (hH : H.IsHermitian) (z : ℂ) :
    z • (1 : Matrix n n ℂ) - H =
      (hH.eigenvectorUnitary : Matrix n n ℂ) *
        diagonal (fun k => z - (hH.eigenvalues k : ℂ)) *
        star (hH.eigenvectorUnitary : Matrix n n ℂ) := by
  have hU : (hH.eigenvectorUnitary : Matrix n n ℂ) *
      star (hH.eigenvectorUnitary : Matrix n n ℂ) = 1 :=
    Matrix.mem_unitaryGroup_iff.mp hH.eigenvectorUnitary.2
  have hs : H = (hH.eigenvectorUnitary : Matrix n n ℂ) *
      diagonal (fun k => (hH.eigenvalues k : ℂ)) *
      star (hH.eigenvectorUnitary : Matrix n n ℂ) := by
    have h := hH.spectral_theorem
    rw [Unitary.conjStarAlgAut_apply] at h
    exact h
  have hd : diagonal (fun k => z - (hH.eigenvalues k : ℂ)) =
      z • (1 : Matrix n n ℂ) - diagonal (fun k => (hH.eigenvalues k : ℂ)) := by
    ext i j
    by_cases h : i = j
    · subst h
      simp
    · simp [h]
  rw [hd, mul_sub, sub_mul, ← hs, mul_smul_comm, mul_one, smul_mul_assoc, hU]
```

The hypothesis `hz` now says that $z$ differs from every eigenvalue. The conclusion has two parts: `greenMatrix H z` really inverts $z-H$, and it has the expected diagonal form. The step `hD` multiplies the two diagonal matrices, using `hz` to cancel each entry. The auxiliary statement `key` cancels the unitary factors around them, and `Matrix.inv_eq_right_inv` identifies the resulting right inverse with the matrix inverse.

```lean
/-- Away from the eigenvalues, `G(z)` is a true inverse of `z - H`, and in the eigenbasis
of `H` it is diagonal with entries `1 / (z - l_k)`. -/
theorem greenMatrix_spectral {H : Matrix n n ℂ} (hH : H.IsHermitian) {z : ℂ}
    (hz : ∀ k, z ≠ (hH.eigenvalues k : ℂ)) :
    (z • (1 : Matrix n n ℂ) - H) * greenMatrix H z = 1 ∧
    greenMatrix H z =
      (hH.eigenvectorUnitary : Matrix n n ℂ) *
        diagonal (fun k => (z - (hH.eigenvalues k : ℂ))⁻¹) *
        star (hH.eigenvectorUnitary : Matrix n n ℂ) := by
  have hU : (hH.eigenvectorUnitary : Matrix n n ℂ) *
      star (hH.eigenvectorUnitary : Matrix n n ℂ) = 1 :=
    Matrix.mem_unitaryGroup_iff.mp hH.eigenvectorUnitary.2
  have hU' : star (hH.eigenvectorUnitary : Matrix n n ℂ) *
      (hH.eigenvectorUnitary : Matrix n n ℂ) = 1 := mul_eq_one_comm.mp hU
  have hD : diagonal (fun k => z - (hH.eigenvalues k : ℂ)) *
      diagonal (fun k => (z - (hH.eigenvalues k : ℂ))⁻¹) = 1 := by
    have h1 : (fun k => (z - (hH.eigenvalues k : ℂ)) * (z - (hH.eigenvalues k : ℂ))⁻¹) =
        fun _ => (1 : ℂ) := funext fun k => mul_inv_cancel₀ (sub_ne_zero.mpr (hz k))
    rw [diagonal_mul_diagonal, h1, diagonal_one]
  -- the inner unitary factors cancel, then the diagonal ones, then the outer ones
  have key : ∀ U V D E : Matrix n n ℂ, U * V = 1 → V * U = 1 → D * E = 1 →
      (U * D * V) * (U * E * V) = 1 := by
    intro U V D E h1 h2 h3
    calc (U * D * V) * (U * E * V) = U * (D * (V * U) * E) * V := by
          simp only [mul_assoc]
      _ = 1 := by rw [h2, mul_one, h3, mul_one, h1]
  have h := key _ _ _ _ hU hU' hD
  rw [← shifted_spectral hH z] at h
  have hG := Matrix.inv_eq_right_inv h
  refine ⟨?_, hG⟩
  unfold greenMatrix
  rw [hG]
  exact h
```

The central theorem states the result as a product, $\|G(z)\|\,d(z)=1$. This is equivalent to the quotient form and makes the role of `hz` visible: at an eigenvalue $d(z)=0$, and the product could not be $1$.

The step `hN` removes the unitary factors and replaces the norm of the diagonal matrix by the norm of its list of entries, which for a function on `n` is the largest modulus. Next, `k` is chosen as a nearest level. The two halves of `hmax` show that no entry exceeds $1/|z-l_k|$ and that entry `k` attains it.

```lean
/-- For Hermitian `H` and `z` different from all eigenvalues, the Euclidean operator norm of
`G(z)` is the reciprocal of the distance from `z` to the nearest eigenvalue. -/
theorem norm_greenMatrix_mul_levelDistance [Nonempty n] {H : Matrix n n ℂ}
    (hH : H.IsHermitian) {z : ℂ} (hz : ∀ k, z ≠ (hH.eigenvalues k : ℂ)) :
    ‖greenMatrix H z‖ * levelDistance hH z = 1 := by
  -- unitary factors do not change the norm
  have hN : ‖greenMatrix H z‖ = ‖fun k => (z - (hH.eigenvalues k : ℂ))⁻¹‖ := by
    rw [(greenMatrix_spectral hH hz).2, ← Matrix.l2_opNorm_diagonal]
    exact (CStarRing.norm_mul_coe_unitary _ (star hH.eigenvectorUnitary)).trans
      (CStarRing.norm_coe_unitary_mul hH.eigenvectorUnitary _)
  -- the nearest level `k` gives the largest diagonal entry
  obtain ⟨k, -, hk⟩ := Finset.exists_mem_eq_inf' (Finset.univ_nonempty (α := n))
    (fun k => ‖z - (hH.eigenvalues k : ℂ)‖)
  have hd : levelDistance hH z = ‖z - (hH.eigenvalues k : ℂ)‖ := hk
  have hpos : 0 < ‖z - (hH.eigenvalues k : ℂ)‖ := norm_pos_iff.mpr (sub_ne_zero.mpr (hz k))
  have hmax : ‖fun k => (z - (hH.eigenvalues k : ℂ))⁻¹‖ =
      ‖z - (hH.eigenvalues k : ℂ)‖⁻¹ := by
    apply le_antisymm
    · refine (pi_norm_le_iff_of_nonneg (inv_nonneg.mpr hpos.le)).mpr fun j => ?_
      have hj : ‖z - (hH.eigenvalues k : ℂ)‖ ≤ ‖z - (hH.eigenvalues j : ℂ)‖ := by
        rw [← hd]
        exact Finset.inf'_le _ (Finset.mem_univ j)
      rw [norm_inv]
      exact inv_anti₀ hpos hj
    · rw [← norm_inv]
      exact norm_le_pi_norm (fun k => (z - (hH.eigenvalues k : ℂ))⁻¹) k
  rw [hN, hmax, hd]
  exact inv_mul_cancel₀ hpos.ne'
```

The residual bound needs no condition on $z$. The notation `WithLp.toLp 2 ψ` gives the vector its Euclidean length, and `*ᵥ` applies a matrix to a vector. The proof makes the same case distinction as the derivation above. Off the spectrum it recovers $\psi$ by applying $G(z)$ to the residual and then uses the central theorem. At an eigenvalue it shows that the left side is at most zero.

```lean
/-- Residual bound: the distance from `z` to the nearest eigenvalue, times the length of a
trial vector `ψ`, is at most the length of the residual `(z - H) ψ`. -/
theorem levelDistance_mul_norm_le_residual [Nonempty n] {H : Matrix n n ℂ}
    (hH : H.IsHermitian) (z : ℂ) (ψ : n → ℂ) :
    levelDistance hH z * ‖WithLp.toLp 2 ψ‖ ≤
      ‖WithLp.toLp 2 ((z • (1 : Matrix n n ℂ) - H) *ᵥ ψ)‖ := by
  by_cases hz : ∀ k, z ≠ (hH.eigenvalues k : ℂ)
  · -- recover `ψ` from its residual by applying the Green's matrix
    have hinv := mul_eq_one_comm.mp (greenMatrix_spectral hH hz).1
    have h : ‖WithLp.toLp 2 (greenMatrix H z *ᵥ ((z • (1 : Matrix n n ℂ) - H) *ᵥ ψ))‖ ≤
        ‖greenMatrix H z‖ * ‖WithLp.toLp 2 ((z • (1 : Matrix n n ℂ) - H) *ᵥ ψ)‖ :=
      Matrix.l2_opNorm_mulVec (greenMatrix H z) (WithLp.toLp 2 _)
    rw [Matrix.mulVec_mulVec, hinv, Matrix.one_mulVec] at h
    have hd : 0 ≤ levelDistance hH z := Finset.le_inf' _ _ fun k _ => norm_nonneg _
    have h2 := mul_le_mul_of_nonneg_left h hd
    rwa [← mul_assoc, mul_comm (levelDistance hH z) ‖greenMatrix H z‖,
      norm_greenMatrix_mul_levelDistance hH hz, one_mul] at h2
  · obtain ⟨k, hk⟩ := not_forall.mp hz
    have hk' : z = (hH.eigenvalues k : ℂ) := not_not.mp hk
    have hd : levelDistance hH z ≤ ‖z - (hH.eigenvalues k : ℂ)‖ :=
      Finset.inf'_le _ (Finset.mem_univ k)
    rw [sub_eq_zero.mpr hk', norm_zero] at hd
    exact (mul_nonpos_of_nonpos_of_nonneg hd (norm_nonneg _)).trans (norm_nonneg _)
```

For the broadened resolvent, `E` and `η` are real and `η` may have either sign, which covers both retarded and advanced choices. The step `him` computes the imaginary part of $z-l_k$ as $\eta$. From it follow both `hz`, that $z$ is off the spectrum, and `hle`, that $d(z)\ge|\eta|$. In the equality case, `hge` supplies the opposite inequality from the level at $E$.

```lean
/-- At real energy `E` with broadening `η ≠ 0`, the norm of `G(E + iη)` is at most `1/|η|`,
with equality when `E` is an eigenvalue of `H`. -/
theorem norm_greenMatrix_broadened [Nonempty n] {H : Matrix n n ℂ}
    (hH : H.IsHermitian) (E : ℝ) {η : ℝ} (hη : η ≠ 0) :
    ‖greenMatrix H (E + η * Complex.I)‖ ≤ 1 / |η| ∧
    ((∃ k, hH.eigenvalues k = E) →
      ‖greenMatrix H (E + η * Complex.I)‖ = 1 / |η|) := by
  have him : ∀ k, ((E + η * Complex.I : ℂ) - (hH.eigenvalues k : ℂ)).im = η := by
    intro k
    simp
  have hz : ∀ k, (E + η * Complex.I : ℂ) ≠ (hH.eigenvalues k : ℂ) := by
    intro k h
    have h1 := him k
    rw [sub_eq_zero.mpr h, Complex.zero_im] at h1
    exact hη h1.symm
  have hmain := norm_greenMatrix_mul_levelDistance hH hz
  have hpos : 0 < |η| := abs_pos.mpr hη
  -- every level is real, hence at least `|η|` away
  have hle : |η| ≤ levelDistance hH (E + η * Complex.I) := by
    refine Finset.le_inf' _ _ fun k _ => ?_
    have h1 := Complex.abs_im_le_norm ((E + η * Complex.I : ℂ) - (hH.eigenvalues k : ℂ))
    rwa [him k] at h1
  constructor
  · rw [le_div_iff₀ hpos, ← hmain]
    exact mul_le_mul_of_nonneg_left hle (norm_nonneg _)
  · rintro ⟨k, hk⟩
    have hge : levelDistance hH (E + η * Complex.I) ≤
        ‖(E + η * Complex.I : ℂ) - (hH.eigenvalues k : ℂ)‖ :=
      Finset.inf'_le _ (Finset.mem_univ k)
    rw [hk, add_sub_cancel_left, norm_mul, Complex.norm_I, mul_one, Complex.norm_real,
      Real.norm_eq_abs] at hge
    rw [le_antisymm hge hle] at hmain
    exact (eq_div_iff hpos.ne').mpr hmain
```

The last theorem treats the nilpotent matrix. Its first part says that any eigenvalue with a nonzero eigenvector must be $0$, by the two component equations `h0` and `h1`. Its second part gives the lower bound $\sqrt2$ on the norm at $z=1$: `hG` computes the inverse, `hv` applies it to $(0,1)$, and `e1` and `e2` evaluate the two lengths.

```lean
/-- A non-Hermitian 2 by 2 matrix whose only possible eigenvalue is `0`, while its Green's
matrix at `z = 1` has norm at least `√2`. -/
theorem nonHermitian_counterexample :
    (∀ (l : ℂ) (v : Fin 2 → ℂ), v ≠ 0 →
      (!![0, 1; 0, 0] : Matrix (Fin 2) (Fin 2) ℂ) *ᵥ v = l • v → l = 0) ∧
    √2 ≤ ‖greenMatrix (!![0, 1; 0, 0] : Matrix (Fin 2) (Fin 2) ℂ) 1‖ := by
  constructor
  · intro l v hv h
    by_contra hl
    have h0 : v 1 = l * v 0 := by
      simpa [Matrix.mulVec, dotProduct, Fin.sum_univ_two] using congrFun h 0
    have h1 : 0 = l * v 1 := by
      simpa [Matrix.mulVec, dotProduct, Fin.sum_univ_two] using congrFun h 1
    have hv1 : v 1 = 0 := (mul_eq_zero.mp h1.symm).resolve_left hl
    have hv0 : v 0 = 0 := (mul_eq_zero.mp (h0.symm.trans hv1)).resolve_left hl
    apply hv
    ext i
    fin_cases i
    · exact hv0
    · exact hv1
  · have hG : greenMatrix (!![0, 1; 0, 0] : Matrix (Fin 2) (Fin 2) ℂ) 1 = !![1, 1; 0, 1] := by
      apply Matrix.inv_eq_right_inv
      ext i j
      fin_cases i <;> fin_cases j <;> simp [Matrix.mul_apply, Fin.sum_univ_two]
    -- test the norm on the second basis vector
    have hv : (!![1, 1; 0, 1] : Matrix (Fin 2) (Fin 2) ℂ) *ᵥ ![0, 1] = ![1, 1] := by
      ext i
      fin_cases i <;> simp [Matrix.mulVec, dotProduct, Fin.sum_univ_two]
    have e1 : ‖(WithLp.toLp 2 ![0, 1] : EuclideanSpace ℂ (Fin 2))‖ = 1 := by
      rw [EuclideanSpace.norm_eq]
      norm_num [Fin.sum_univ_two]
    have e2 : ‖(WithLp.toLp 2 ![1, 1] : EuclideanSpace ℂ (Fin 2))‖ = √2 := by
      rw [EuclideanSpace.norm_eq]
      norm_num [Fin.sum_univ_two]
    have h : ‖(WithLp.toLp 2 ((!![1, 1; 0, 1] : Matrix (Fin 2) (Fin 2) ℂ) *ᵥ ![0, 1]) :
        EuclideanSpace ℂ (Fin 2))‖ ≤ ‖(!![1, 1; 0, 1] : Matrix (Fin 2) (Fin 2) ℂ)‖ *
        ‖(WithLp.toLp 2 ![0, 1] : EuclideanSpace ℂ (Fin 2))‖ :=
      Matrix.l2_opNorm_mulVec _ (WithLp.toLp 2 ![0, 1])
    rw [hv, e1, e2, mul_one] at h
    rw [hG]
    exact h

end

end HermitianResolventNorm
```

```lean
#print axioms HermitianResolventNorm.norm_greenMatrix_mul_levelDistance
-- 'HermitianResolventNorm.norm_greenMatrix_mul_levelDistance' depends on axioms: [propext, Classical.choice, Quot.sound]
#print axioms HermitianResolventNorm.levelDistance_mul_norm_le_residual
-- 'HermitianResolventNorm.levelDistance_mul_norm_le_residual' depends on axioms: [propext, Classical.choice, Quot.sound]
#print axioms HermitianResolventNorm.norm_greenMatrix_broadened
-- 'HermitianResolventNorm.norm_greenMatrix_broadened' depends on axioms: [propext, Classical.choice, Quot.sound]
#print axioms HermitianResolventNorm.nonHermitian_counterexample
-- 'HermitianResolventNorm.nonHermitian_counterexample' depends on axioms: [propext, Classical.choice, Quot.sound]
```

These theorems concern a fixed finite Hermitian matrix. They do not treat operators on infinite-dimensional spaces, where the spectrum may be continuous, or effective Hamiltonians made non-Hermitian by a complex self-energy.
